# The modulus of the unnormalised complex torsion amplitude of vectors p and q about a bond b is |b × p| |b × q|

For a central bond vector b and substituent vectors p and q, the torsion amplitude is the complex number with real part (b × p)·(b × q) and imaginary part |b| b·(p × q). The lemma `norm_W` states that its modulus is |b × p| |b × q|. The three vectors are arbitrary real vectors in three dimensions, not assumed normalised or non-collinear; when neither cross product vanishes, dividing the amplitude by this product gives a complex number of modulus one. The proof compares the squares of the two nonnegative sides, using a polynomial identity in the vector components together with |b|² = b·b.

This version doesn't compile in Lean 4 with Mathlib:

```lean
import Mathlib

open Matrix

namespace TorsionAdditivity

noncomputable section

/-- Vectors in three-dimensional space. -/
abbrev Vec := Fin 3 → ℝ

/-- The Euclidean length of a vector. -/
def len (u : Vec) : ℝ := √(u ⬝ᵥ u)

/-- The complex torsion amplitude of the substituent vectors `p` and `q` about the
central bond `b`. -/
def W (b p q : Vec) : ℂ :=
  ⟨(b ⨯₃ p) ⬝ᵥ (b ⨯₃ q), len b * (b ⬝ᵥ (p ⨯₃ q))⟩

private lemma dot3 (u v : Vec) : u ⬝ᵥ v = u 0 * v 0 + u 1 * v 1 + u 2 * v 2 := by
  simp [dotProduct, Fin.sum_univ_three]

private lemma cross0 (u v : Vec) : (u ⨯₃ v) 0 = u 1 * v 2 - u 2 * v 1 := by
  simp [cross_apply]

private lemma cross1 (u v : Vec) : (u ⨯₃ v) 1 = u 2 * v 0 - u 0 * v 2 := by
  simp [cross_apply]

private lemma cross2 (u v : Vec) : (u ⨯₃ v) 2 = u 0 * v 1 - u 1 * v 0 := by
  simp [cross_apply]

private lemma dot_self_nonneg (u : Vec) : 0 ≤ u ⬝ᵥ u := by
  rw [dot3]
  nlinarith [sq_nonneg (u 0), sq_nonneg (u 1), sq_nonneg (u 2)]

private lemma len_sq (u : Vec) : len u ^ 2 = u ⬝ᵥ u :=
  Real.sq_sqrt (dot_self_nonneg u)

/-- The modulus of the torsion amplitude is the product of the lengths of `b × p`
and `b × q`. -/
theorem norm_W (b p q : Vec) : ‖W b p q‖ = len (b ⨯₃ p) * len (b ⨯₃ q) := by
  have hs := len_sq b
  have h : ((b ⨯₃ p) ⬝ᵥ (b ⨯₃ q)) * ((b ⨯₃ p) ⬝ᵥ (b ⨯₃ q))
      + (b ⬝ᵥ b) * (b ⬝ᵥ (p ⨯₃ q)) * (b ⬝ᵥ (p ⨯₃ q))
      = ((b ⨯₃ p) ⬝ᵥ (b ⨯₃ p)) * ((b ⨯₃ q) ⬝ᵥ (b ⨯₃ q)) := by
    simp only [dot3, cross0, cross1, cross2]
    ring
  -- compare squares of two nonnegative numbers
  apply (sq_eq_sq₀ (norm_nonneg _)
    (mul_nonneg (Real.sqrt_nonneg _) (Real.sqrt_nonneg _))).mp
  rw [mul_pow, len_sq (b ⨯₃ p), len_sq (b ⨯₃ q), Complex.sq_norm]
  simp only [W, Complex.normSq_apply]
  linear_combination h + (b ⬝ᵥ (p ⨯₃ q)) * (b ⬝ᵥ (p ⨯₃ q)) * hs

end

end TorsionAdditivity
```

Compiling this gives:

```
Main.lean:51:15: error: Tactic `rewrite` failed: Did not find an occurrence of the pattern
  len ((crossProduct b) p) ^ 2
in the target expression
  ‖W b p q‖ ^ 2 = √((crossProduct b) p ⬝ᵥ (crossProduct b) p) ^ 2 * √((crossProduct b) q ⬝ᵥ (crossProduct b) q) ^ 2

b p q : Vec
hs : len b ^ 2 = b ⬝ᵥ b
h :
  (crossProduct b) p ⬝ᵥ (crossProduct b) q * (crossProduct b) p ⬝ᵥ (crossProduct b) q +
      b ⬝ᵥ b * b ⬝ᵥ (crossProduct p) q * b ⬝ᵥ (crossProduct p) q =
    (crossProduct b) p ⬝ᵥ (crossProduct b) p * (crossProduct b) q ⬝ᵥ (crossProduct b) q
⊢ ‖W b p q‖ ^ 2 = √((crossProduct b) p ⬝ᵥ (crossProduct b) p) ^ 2 * √((crossProduct b) q ⬝ᵥ (crossProduct b) q) ^ 2
```

Fix (accepted with no message):

```diff
@@ -47,6 +47,7 @@
     ring
   -- compare squares of two nonnegative numbers
-  apply (sq_eq_sq₀ (norm_nonneg _)
-    (mul_nonneg (Real.sqrt_nonneg _) (Real.sqrt_nonneg _))).mp
+  have hnn : 0 ≤ len (b ⨯₃ p) * len (b ⨯₃ q) :=
+    mul_nonneg (Real.sqrt_nonneg _) (Real.sqrt_nonneg _)
+  apply (sq_eq_sq₀ (norm_nonneg (W b p q)) hnn).mp
   rw [mul_pow, len_sq (b ⨯₃ p), len_sq (b ⨯₃ q), Complex.sq_norm]
   simp only [W, Complex.normSq_apply]
```

Diagnosis. The error says that `rw` cannot find `len (b ⨯₃ p) ^ 2` in the goal, where the same length appears as a square root, `√((b ⨯₃ p) ⬝ᵥ (b ⨯₃ p))`. The two are equal by the definition of `len`, but `rw` does not unfold that definition to find its pattern.

The square roots come from the `apply` step. There the nonnegativity proof, built from `Real.sqrt_nonneg _`, concerns a product of square roots with arguments still to be determined. Lean matches this product with the lengths in the goal by unfolding `len`, and the new goal keeps the square-root form.

The repair first states the nonnegativity as `hnn`, with the product written in terms of `len`. The same proof is accepted, again by unfolding `len`, but `sq_eq_sq₀` now takes its right-hand side from the statement of `hnn`. The goal therefore keeps `len`, and the rewrites with `len_sq` apply. Writing `W b p q` explicitly in `norm_nonneg` is mere tidying, since the failing goal already contained the correct norm.
